# Borchardt's identity for three pairs: a permanent as a ratio of two 3 × 3 determinants

In a Richardson–Gaudin pair state, the coefficient of a configuration in which given levels are doubly occupied is a permanent. When the level parameters and the rapidities are all distinct, this permanent can be written as a quotient of two determinants. This section treats three pairs on three levels.

Let $x_0,x_1,x_2$ be the level parameters and $y_0,y_1,y_2$ the pair rapidities, often written $\varepsilon_i$ and $\lambda_j$ elsewhere. All are complex numbers, with $x_i\neq y_j$ for all $i,j$. Borchardt's identity at this size reads

$$\det\frac{1}{(x_i-y_j)^2}=\det\frac{1}{x_i-y_j}\;\operatorname{perm}\frac{1}{x_i-y_j},$$

where the permanent is the determinant's sum over permutations with every sign taken as plus.

States of this form occur in the reduced BCS model and as geminal trial functions in electronic structure; the result here concerns a single amplitude, for three pairs filling three levels. At this size the permanent has only six terms and the quotient saves no work. The identity is known for every size, and the saving comes with larger matrices, where elimination gives determinants cheaply and permanents are expensive.

## Six permutation terms and their cross products

Take any $3\times3$ matrix $B$ with nonzero entries. The entrywise inverse $1/B_{ij}$ has three even permutation terms,

$$p_1=\frac1{B_{00}B_{11}B_{22}},\quad p_2=\frac1{B_{01}B_{12}B_{20}},\quad p_3=\frac1{B_{02}B_{10}B_{21}},$$

and three odd ones,

$$q_1=\frac1{B_{00}B_{12}B_{21}},\quad q_2=\frac1{B_{01}B_{10}B_{22}},\quad q_3=\frac1{B_{02}B_{11}B_{20}}.$$

Its determinant is $\sum p-\sum q$ and its permanent is $\sum p+\sum q$. Their product is

$$\Big(\sum p\Big)^2-\Big(\sum q\Big)^2=\sum p^2-\sum q^2+2(p_2p_3+p_1p_3+p_1p_2-q_2q_3-q_1q_3-q_1q_2).$$

The squares add up to $\det(1/B_{ij}^2)$. For the cross terms, let $\Pi$ be the product of all nine entries of $B$. The denominators of $p_2$ and $p_3$ together contain every entry except $B_{00},B_{11},B_{22}$, so $p_2p_3=B_{00}B_{11}B_{22}/\Pi$. Likewise $q_2q_3=B_{00}B_{12}B_{21}/\Pi$, and the other four products follow the same pattern. Each cross term is thus one term of $\det B$ divided by $\Pi$, with the right sign, and

$$\det\frac1{B_{ij}}\,\operatorname{perm}\frac1{B_{ij}}=\det\frac1{B_{ij}^2}+\frac{2\det B}{\Pi}.$$

Now set $B_{ij}=x_i-y_j$. Subtracting row 0 from rows 1 and 2 leaves $(x_1-x_0)(1,1,1)$ and $(x_2-x_0)(1,1,1)$. These are proportional, so $\det B=0$, the correction vanishes and the identity follows. Conversely, if a matrix $B$ with nonzero complex entries satisfies the factorisation, then $2\det B/\Pi=0$ and hence $\det B=0$.

One confusion to avoid concerns the squares, which are taken entry by entry. For the matrix square $M^2$ of $M_{ij}=1/(x_i-y_j)$ one has $\det(M^2)=(\det M)^2$, which in general differs from the determinant of the entrywise squares. In Lean, too, `^ 2` applied to a matrix means the matrix product, so the square has to be written inside the entries.

## The amplitude of the filled state

Let $b_i$ create a pair in level $i$. Pair creators commute, and $b_i^2=0$ expresses the Pauli principle: a level holds at most one pair. The state is generated by

$$\prod_{j=0}^{2}\sum_{i=0}^{2}\frac{b_i}{x_i-y_j}.$$

Multiplying out gives 27 terms, one for each way of assigning a level to each rapidity. In 21 of them some level is used twice, and these vanish. The other six each contain $b_0b_1b_2$, and their coefficients sum to $\operatorname{perm}\,1/(x_i-y_j)$. If $\det 1/(x_i-y_j)\neq0$, Borchardt's identity turns this amplitude into

$$\frac{\det 1/(x_i-y_j)^2}{\det 1/(x_i-y_j)}.$$

If two rapidities coincide, both determinants vanish and the quotient is undefined, while the permanent is still the correct amplitude. The amplitude belongs to the unnormalised state. With only three levels there is a single configuration, so normalising a nonzero state leaves just a phase.

## Levels, rapidities and pair creators in Lean

The development works over an arbitrary field `K`; the physical case is $K=\mathbb C$.

```lean
import Mathlib

open Matrix

namespace BorchardtThreePairs

noncomputable section

variable {K : Type*} [Field K]
```

The parameters are functions `x y : Fin 3 → K`, indexed by 0, 1, 2 as above. In `pairMatrix`, rows belong to levels and columns to rapidities.

```lean
/-- The matrix `1 / (x i - y j)` built from three level parameters `x` and three pair
rapidities `y`, meant for `x i ≠ y j` for all `i`, `j`. -/
def pairMatrix (x y : Fin 3 → K) : Matrix (Fin 3) (Fin 3) K :=
  Matrix.of fun i j => 1 / (x i - y j)
```

The creators are elements `b i` of a commutative algebra `A` over `K`, and `•` multiplies an element of `A` by a number from `K`.

```lean
/-- The product over three rapidities `y j` of the collective pair creators
`∑ i, b i / (x i - y j)`, meant for `x i ≠ y j` for all `i`, `j`. -/
def pairState {A : Type*} [CommRing A] [Algebra K A] (b : Fin 3 → A) (x y : Fin 3 → K) : A :=
  ∏ j, ∑ i, (1 / (x i - y j)) • b i
```

The remaining step to the physical system is to identify the `b i` with the fermionic operators $c^\dagger_{i\uparrow}c^\dagger_{i\downarrow}$ and to let the product act on the vacuum. The rapidities are free parameters and are not required to solve the Richardson equations. Three pairs fill all three levels, so a nonzero state is an eigenstate of the reduced BCS Hamiltonian on these levels for any rapidities. With more levels than pairs, arbitrary rapidities do not in general give an eigenstate.

## The correction term and its disappearance

The first theorem writes out the permanent, with the even permutations before the odd ones. The proof lists the six permutations of three objects, has `decide +kernel` confirm that the list is complete, and sums over it.

```lean
/-- The permanent of a 3 × 3 matrix is the sum of its six permutation products,
all with a plus sign. -/
theorem permanent_three (M : Matrix (Fin 3) (Fin 3) K) :
    M.permanent = M 0 0 * M 1 1 * M 2 2 + M 0 1 * M 1 2 * M 2 0 + M 0 2 * M 1 0 * M 2 1
      + M 0 0 * M 1 2 * M 2 1 + M 0 1 * M 1 0 * M 2 2 + M 0 2 * M 1 1 * M 2 0 := by
  -- list the six permutations of three objects
  have hu : (Finset.univ : Finset (Equiv.Perm (Fin 3))) =
      {1, Equiv.swap 0 1, Equiv.swap 0 2, Equiv.swap 1 2,
        Equiv.swap 0 1 * Equiv.swap 1 2, Equiv.swap 1 2 * Equiv.swap 0 1} := by
    decide +kernel
  rw [Matrix.permanent, hu, Finset.sum_insert, Finset.sum_insert, Finset.sum_insert,
    Finset.sum_insert, Finset.sum_insert, Finset.sum_singleton]
  · simp [Fin.prod_univ_three, Equiv.swap_apply_def]
    ring
  all_goals decide +kernel
```

The next theorem is the identity for a general $B$. The hypothesis `hB` says that no entry is zero. The equations `e1`, `e2`, `e3` express the products $p_2p_3$, $p_1p_3$, $p_1p_2$ as terms of $\det B$ over $\Pi$, and `o1`, `o2`, `o3` do the same for the $q$'s. In each case `field_simp` cancels the common factors. The final `linear_combination` adds these equations with coefficients $\mp2$, which is the collection of cross terms done above.

```lean
/-- For a 3 × 3 matrix `B` without zero entries, the determinant times the permanent of the
entrywise inverse equals the determinant of the inverse squares plus a correction
proportional to `det B`. -/
theorem det_mul_permanent_inverse (B : Matrix (Fin 3) (Fin 3) K) (hB : ∀ i j, B i j ≠ 0) :
    (Matrix.of fun i j => 1 / B i j).det * (Matrix.of fun i j => 1 / B i j).permanent
      = (Matrix.of fun i j => 1 / (B i j) ^ 2).det + 2 * B.det / ∏ i, ∏ j, B i j := by
  have h00 := hB 0 0
  have h01 := hB 0 1
  have h02 := hB 0 2
  have h10 := hB 1 0
  have h11 := hB 1 1
  have h12 := hB 1 2
  have h20 := hB 2 0
  have h21 := hB 2 1
  have h22 := hB 2 2
  -- each term of `det B`, divided by all nine entries, is a product of two permutation terms
  have e1 : B 0 0 * B 1 1 * B 2 2 / (∏ i, ∏ j, B i j)
      = 1 / (B 0 1 * B 0 2 * B 1 0 * B 1 2 * B 2 0 * B 2 1) := by
    simp only [Fin.prod_univ_three]
    field_simp
  have e2 : B 0 1 * B 1 2 * B 2 0 / (∏ i, ∏ j, B i j)
      = 1 / (B 0 0 * B 0 2 * B 1 0 * B 1 1 * B 2 1 * B 2 2) := by
    simp only [Fin.prod_univ_three]
    field_simp
  have e3 : B 0 2 * B 1 0 * B 2 1 / (∏ i, ∏ j, B i j)
      = 1 / (B 0 0 * B 0 1 * B 1 1 * B 1 2 * B 2 0 * B 2 2) := by
    simp only [Fin.prod_univ_three]
    field_simp
  have o1 : B 0 0 * B 1 2 * B 2 1 / (∏ i, ∏ j, B i j)
      = 1 / (B 0 1 * B 0 2 * B 1 0 * B 1 1 * B 2 0 * B 2 2) := by
    simp only [Fin.prod_univ_three]
    field_simp
  have o2 : B 0 1 * B 1 0 * B 2 2 / (∏ i, ∏ j, B i j)
      = 1 / (B 0 0 * B 0 2 * B 1 1 * B 1 2 * B 2 0 * B 2 1) := by
    simp only [Fin.prod_univ_three]
    field_simp
  have o3 : B 0 2 * B 1 1 * B 2 0 / (∏ i, ∏ j, B i j)
      = 1 / (B 0 0 * B 0 1 * B 1 0 * B 1 2 * B 2 1 * B 2 2) := by
    simp only [Fin.prod_univ_three]
    field_simp
  simp only [Matrix.det_fin_three, permanent_three, Matrix.of_apply]
  linear_combination (-2) * e1 - 2 * e2 - 2 * e3 + 2 * o1 + 2 * o2 + 2 * o3
```

For the matrix of differences, the determinant is expanded and `ring` finds that everything cancels. This replaces the row operations.

```lean
/-- The 3 × 3 matrix of differences `x i - y j` has zero determinant. -/
theorem det_differences (x y : Fin 3 → K) :
    (Matrix.of fun i j => x i - y j).det = 0 := by
  simp only [Matrix.det_fin_three, Matrix.of_apply]
  ring
```

Borchardt's identity is now a substitution. The hypothesis `hxy` states that every level parameter differs from every rapidity, which makes all entries of $B$ nonzero. Nothing is required about the $x_i$ among themselves, or about the $y_j$.

```lean
/-- Borchardt's identity for three pairs: if every `x i` differs from every `y j`, the
determinant of `1 / (x i - y j) ^ 2` is the determinant times the permanent of
`1 / (x i - y j)`. -/
theorem borchardt_three (x y : Fin 3 → K) (hxy : ∀ i j, x i ≠ y j) :
    (Matrix.of fun i j => 1 / (x i - y j) ^ 2).det
      = (pairMatrix x y).det * (pairMatrix x y).permanent := by
  have h := det_mul_permanent_inverse (Matrix.of fun i j => x i - y j)
    (fun i j => sub_ne_zero.mpr (hxy i j))
  -- the correction term is proportional to a vanishing determinant
  rw [det_differences, mul_zero, zero_div, add_zero] at h
  exact h.symm
```

The converse is stated as an equivalence for matrices without zero entries. The assumption `h2` says that $2\neq0$ in `K`, which is true for $\mathbb C$. In characteristic 2 the correction $2\det B/\Pi$ is zero whatever $\det B$ is, so the factorisation would say nothing about $\det B$. In the forward direction the proof isolates the correction, then uses $\Pi\neq0$ and $2\neq0$ to conclude that $\det B=0$.

```lean
/-- Over a field with `2 ≠ 0`, a 3 × 3 matrix `B` without zero entries obeys the
determinant-permanent factorisation for its entrywise inverse exactly when `det B = 0`. -/
theorem factorisation_iff_det_eq_zero (h2 : (2 : K) ≠ 0) (B : Matrix (Fin 3) (Fin 3) K)
    (hB : ∀ i j, B i j ≠ 0) :
    (Matrix.of fun i j => 1 / (B i j) ^ 2).det
      = (Matrix.of fun i j => 1 / B i j).det * (Matrix.of fun i j => 1 / B i j).permanent
      ↔ B.det = 0 := by
  have hP : (∏ i, ∏ j, B i j) ≠ 0 :=
    Finset.prod_ne_zero_iff.mpr fun i _ => Finset.prod_ne_zero_iff.mpr fun j _ => hB i j
  rw [det_mul_permanent_inverse B hB]
  constructor
  · intro h
    have h0 : 2 * B.det / (∏ i, ∏ j, B i j) = 0 := by linear_combination -h
    exact (mul_eq_zero.mp ((div_eq_zero_iff.mp h0).resolve_right hP)).resolve_left h2
  · intro h
    rw [h, mul_zero, zero_div, add_zero]
```

## Nilpotency selects the permanent

The hypothesis `hb` is the Pauli condition $b_i^2=0$. The intermediate statement `key` multiplies out three sums with arbitrary coefficients `c i j`. Its `linear_combination` lists the 21 terms with a doubly occupied level, grouped by the level concerned, and removes them with `hb 0`, `hb 1` and `hb 2`. Setting the coefficients to $1/(x_i-y_j)$ gives the theorem. It needs no hypothesis $x_i\neq y_j$, because Lean sets $1/0=0$ and this value enters both sides alike; the physical reading does need the condition.

```lean
/-- For commuting pair creators with `b i * b i = 0`, three pairs on three levels give the
filled product `b 0 * b 1 * b 2` with the permanent of `pairMatrix x y` as amplitude. -/
theorem pairState_eq_permanent {A : Type*} [CommRing A] [Algebra K A] (b : Fin 3 → A)
    (hb : ∀ i, b i * b i = 0) (x y : Fin 3 → K) :
    pairState b x y = (pairMatrix x y).permanent • (b 0 * b 1 * b 2) := by
  -- every term with a doubly occupied level drops out
  have key : ∀ c : Fin 3 → Fin 3 → A,
      (c 0 0 * b 0 + c 1 0 * b 1 + c 2 0 * b 2) * (c 0 1 * b 0 + c 1 1 * b 1 + c 2 1 * b 2)
        * (c 0 2 * b 0 + c 1 2 * b 1 + c 2 2 * b 2)
      = (c 0 0 * c 1 1 * c 2 2 + c 0 1 * c 1 2 * c 2 0 + c 0 2 * c 1 0 * c 2 1
        + c 0 0 * c 1 2 * c 2 1 + c 0 1 * c 1 0 * c 2 2 + c 0 2 * c 1 1 * c 2 0)
        * (b 0 * b 1 * b 2) := by
    intro c
    linear_combination
      (c 0 0 * c 0 1 * c 0 2 * b 0
        + (c 0 0 * c 0 1 * c 1 2 + c 0 0 * c 1 1 * c 0 2 + c 1 0 * c 0 1 * c 0 2) * b 1
        + (c 0 0 * c 0 1 * c 2 2 + c 0 0 * c 2 1 * c 0 2 + c 2 0 * c 0 1 * c 0 2) * b 2) * hb 0
      + (c 1 0 * c 1 1 * c 1 2 * b 1
        + (c 1 0 * c 1 1 * c 0 2 + c 1 0 * c 0 1 * c 1 2 + c 0 0 * c 1 1 * c 1 2) * b 0
        + (c 1 0 * c 1 1 * c 2 2 + c 1 0 * c 2 1 * c 1 2 + c 2 0 * c 1 1 * c 1 2) * b 2) * hb 1
      + (c 2 0 * c 2 1 * c 2 2 * b 2
        + (c 2 0 * c 2 1 * c 0 2 + c 2 0 * c 0 1 * c 2 2 + c 0 0 * c 2 1 * c 2 2) * b 0
        + (c 2 0 * c 2 1 * c 1 2 + c 2 0 * c 1 1 * c 2 2 + c 1 0 * c 2 1 * c 2 2) * b 1) * hb 2
  have h := key fun i j => algebraMap K A (1 / (x i - y j))
  beta_reduce at h
  simp only [pairState, permanent_three, pairMatrix, Matrix.of_apply, Fin.prod_univ_three,
    Fin.sum_univ_three, Algebra.smul_def, map_add, map_mul]
  linear_combination h
```

For the quotient form, `hxy` is assumed again, together with `hdet`, which says that the determinant of $1/(x_i-y_j)$ is nonzero. By Cauchy's determinant formula, which is not proved here, this holds exactly when the $x_i$ are distinct among themselves and so are the $y_j$. The proof rewrites the pair state with `pairState_eq_permanent` and the determinant of squares with `borchardt_three`, then cancels the common determinant.

```lean
/-- If every `x i` differs from every `y j` and `det (pairMatrix x y)` is nonzero, the amplitude
of the filled product, for commuting pair creators of square zero, is a ratio of two
determinants. -/
theorem pairState_eq_det_ratio {A : Type*} [CommRing A] [Algebra K A] (b : Fin 3 → A)
    (hb : ∀ i, b i * b i = 0) (x y : Fin 3 → K) (hxy : ∀ i j, x i ≠ y j)
    (hdet : (pairMatrix x y).det ≠ 0) :
    pairState b x y = ((Matrix.of fun i j => 1 / (x i - y j) ^ 2).det / (pairMatrix x y).det)
      • (b 0 * b 1 * b 2) := by
  rw [pairState_eq_permanent b hb, borchardt_three x y hxy, mul_div_cancel_left₀ _ hdet]
```

## Three creators with a nonzero product

The amplitude formula would be empty if $b_i^2=0$ forced $b_0b_1b_2=0$. An explicit algebra shows that it does not. Dual numbers over a ring are expressions $u+v\varepsilon$ with $u,v$ in the ring and $\varepsilon^2=0$. Repeating the construction three times gives three independent infinitesimals, which serve as creators.

```lean
/-- Three pair creators realised as the three independent infinitesimals of nested
dual numbers. -/
def dualCreators (K : Type*) [Field K] : Fin 3 → DualNumber (DualNumber (DualNumber K)) :=
  ![DualNumber.eps, TrivSqZeroExt.inl DualNumber.eps,
    TrivSqZeroExt.inl (TrivSqZeroExt.inl DualNumber.eps)]
```

The function `TrivSqZeroExt.inl` embeds a ring in its dual numbers as the elements without an $\varepsilon$ part. The following lemma says that an element of square zero keeps this property under the embedding.

```lean
/-- An element of square zero in a commutative ring still has square zero when it is
embedded in the dual numbers over that ring. -/
theorem inl_mul_self_eq_zero {R : Type*} [CommRing R] {a : R} (ha : a * a = 0) :
    (TrivSqZeroExt.inl a : DualNumber R) * (TrivSqZeroExt.inl a : DualNumber R) = 0 := by
  rw [← TrivSqZeroExt.inl_mul, ha, TrivSqZeroExt.inl_zero]
```

The last theorem checks both properties. The squares vanish by the rule $\varepsilon^2=0$ and the lemma, applied once for the second creator and twice for the third. For the product, `z.snd.snd.snd` reads off the coefficient of all three infinitesimals together. That coefficient is 1, so the product cannot be zero.

```lean
/-- The creators `dualCreators K` square to zero, while the product of all three is nonzero. -/
theorem pairState_witness :
    (∀ i, dualCreators K i * dualCreators K i = 0) ∧
      dualCreators K 0 * dualCreators K 1 * dualCreators K 2 ≠ 0 := by
  constructor
  · intro i
    fin_cases i
    · exact DualNumber.eps_mul_eps
    · exact inl_mul_self_eq_zero (R := DualNumber (DualNumber K)) (a := DualNumber.eps)
        DualNumber.eps_mul_eps
    · exact inl_mul_self_eq_zero (R := DualNumber (DualNumber K))
        (a := TrivSqZeroExt.inl DualNumber.eps)
        (inl_mul_self_eq_zero (R := DualNumber K) (a := DualNumber.eps) DualNumber.eps_mul_eps)
  · intro h
    -- read off the coefficient of the product of the three infinitesimals
    have h1 := congrArg (fun z => z.snd.snd.snd) h
    simp [dualCreators] at h1

end

end BorchardtThreePairs
```

```lean
#print axioms BorchardtThreePairs.borchardt_three
#print axioms BorchardtThreePairs.factorisation_iff_det_eq_zero
#print axioms BorchardtThreePairs.pairState_eq_det_ratio
```

```
'BorchardtThreePairs.borchardt_three' depends on axioms: [propext, Classical.choice, Quot.sound]
'BorchardtThreePairs.factorisation_iff_det_eq_zero' depends on axioms: [propext, Classical.choice, Quot.sound]
'BorchardtThreePairs.pairState_eq_det_ratio' depends on axioms: [propext, Classical.choice, Quot.sound]
```
